# A bond-by-bond Trotter step for one particle on a three-site ring breaks the cyclic symmetry unless sin t = 0

Before restricting a Trotterised simulation of a ring to one crystal-momentum sector, check that the Trotter step itself commutes with the cyclic shift. Take one particle on three sites, with no on-site energies and the same real hopping amplitude $J$ on every bond, and let $t=J\,\Delta t/\hbar$ for a time step $\Delta t$. If the three bonds are applied once each, one after another, the step commutes with the shift only when $\sin t=0$, although the Hamiltonian and its exact evolution always do.

```lean
import Mathlib

open Matrix

namespace TrotterRingSymmetry

noncomputable section

/-- The hopping matrix `E_jk + E_kj` of the bond between sites `j` and `k`. -/
def bond (j k : Fin 3) : Matrix (Fin 3) (Fin 3) ℂ :=
  Matrix.single j k 1 + Matrix.single k j 1

/-- The Hamiltonian of the ring: the sum of its three bonds. -/
def ringH : Matrix (Fin 3) (Fin 3) ℂ := bond 0 1 + bond 1 2 + bond 2 0

/-- The cyclic shift, which moves the particle from each site to the next. -/
def shift : Matrix (Fin 3) (Fin 3) ℂ := !![0, 0, 1; 1, 0, 0; 0, 1, 0]

/-- The evolution operator `exp(-itH)`. -/
def evolve {n : Type*} [Fintype n] [DecidableEq n] (H : Matrix n n ℂ) (t : ℝ) :
    Matrix n n ℂ :=
  NormedSpace.exp ((-((t : ℂ) * Complex.I)) • H)

/-- One first-order Trotter step: the three bonds act one after the other. -/
def trotterStep (t : ℝ) : Matrix (Fin 3) (Fin 3) ℂ :=
  evolve (bond 0 1) t * evolve (bond 1 2) t * evolve (bond 2 0) t

/-- If `h³ = h`, then `exp(-ith) = 1 + (cos t - 1) h² - i sin t h`, in any dimension. -/
theorem evolve_of_cube {n : Type*} [Fintype n] [DecidableEq n] (h : Matrix n n ℂ)
    (hh : h * h * h = h) (t : ℝ) :
    evolve h t = 1 + (Complex.cos t - 1) • (h * h) + (-(Complex.I * Complex.sin t)) • h := by
  -- P and Q project on the eigenvalues +1 and -1
  obtain ⟨P, Q, hP, hQ, hd, hs⟩ : ∃ P Q : Matrix n n ℂ,
      P * h = P ∧ Q * h = -Q ∧ P - Q = h ∧ P + Q = h * h := by
    refine ⟨(1 / 2 : ℂ) • (h * h + h), (1 / 2 : ℂ) • (h * h - h), ?_, ?_, ?_, ?_⟩
    · rw [smul_mul_assoc, add_mul, hh, add_comm]
    · rw [smul_mul_assoc, sub_mul, hh]
      module
    · module
    · module
  have hpow : ∀ m : ℕ, h ^ (m + 1) = P + ((-1 : ℂ) ^ (m + 1)) • Q := by
    intro m
    induction m with
    | zero =>
      rw [zero_add, pow_one, pow_one, ← hd]
      module
    | succ m ih =>
      rw [pow_succ h (m + 1), ih, add_mul, smul_mul_assoc, hP, hQ, pow_succ (-1 : ℂ) (m + 1)]
      module
  have e : ∀ z : ℂ, HasSum (fun m : ℕ => z ^ m / (m.factorial : ℂ)) (Complex.exp z) := by
    intro z
    rw [Complex.exp_eq_exp_ℂ]
    exact NormedSpace.expSeries_div_hasSum_exp z
  -- the exponential series, summed sector by sector
  have key : ∀ z : ℂ, NormedSpace.exp (z • h) =
      Complex.exp z • P + Complex.exp (-z) • Q + (1 - (P + Q)) := by
    intro z
    have H := (((e z).smul_const P).add ((e (-z)).smul_const Q)).add
      (hasSum_ite_eq (0 : ℕ) (1 - (P + Q)))
    have hexp := congrFun (NormedSpace.exp_eq_tsum (𝕂 := ℂ) (𝔸 := Matrix n n ℂ)) (z • h)
    rw [hexp]
    refine (tsum_congr fun m => ?_).trans H.tsum_eq
    show ((m.factorial : ℂ)⁻¹) • (z • h) ^ m = (z ^ m / (m.factorial : ℂ)) • P
      + ((-z) ^ m / (m.factorial : ℂ)) • Q + (if m = 0 then 1 - (P + Q) else 0)
    cases m with
    | zero => simp
    | succ m =>
      rw [smul_pow, hpow m, neg_pow z, if_neg (Nat.succ_ne_zero m)]
      module
  have e1 : Complex.exp (-((t : ℂ) * Complex.I))
      = Complex.cos t - Complex.sin t * Complex.I := by
    rw [← neg_mul, Complex.exp_mul_I, Complex.cos_neg, Complex.sin_neg]
    ring
  rw [evolve, key, neg_neg, e1, Complex.exp_mul_I, ← hs, ← hd]
  module

/-- The three bond matrices of the ring, written out. -/
theorem bond_matrices :
    bond 0 1 = !![0, 1, 0; 1, 0, 0; 0, 0, 0] ∧
    bond 1 2 = !![0, 0, 0; 0, 0, 1; 0, 1, 0] ∧
    bond 2 0 = !![0, 0, 1; 0, 0, 0; 1, 0, 0] := by
  refine ⟨?_, ?_, ?_⟩ <;> ext i j <;> fin_cases i <;> fin_cases j <;>
    simp [bond]

/-- The cyclic shift commutes with the Hamiltonian of the ring. -/
theorem shift_commute_ringH : Commute shift ringH := by
  obtain ⟨b1, b2, b3⟩ := bond_matrices
  show shift * ringH = ringH * shift
  rw [ringH, b1, b2, b3, shift]
  ext i j
  fin_cases i <;> fin_cases j <;> simp [Matrix.mul_apply, Fin.sum_univ_three]

/-- The cyclic shift commutes with the exact evolution of the ring at all times. -/
theorem shift_commute_evolve (t : ℝ) : Commute shift (evolve ringH t) :=
  (shift_commute_ringH.smul_right _).exp_right

/-- The Trotter step written out, with `c = cos t` and `w = -i sin t` the amplitudes
for staying and for hopping on a single bond. -/
theorem trotterStep_matrix (t : ℝ) (c w : ℂ) (hc : c = Complex.cos t)
    (hw : w = -(Complex.I * Complex.sin t)) :
    trotterStep t = !![c ^ 2 + w ^ 3, w * c, w * c + w ^ 2 * c;
                       w * c + w ^ 2 * c, c ^ 2, w ^ 2 + w * c ^ 2;
                       w * c, w, c ^ 2] := by
  obtain ⟨b1, b2, b3⟩ := bond_matrices
  -- each gate mixes the two sites of its bond
  have g1 : evolve (bond 0 1) t = !![c, w, 0; w, c, 0; 0, 0, 1] := by
    rw [b1, evolve_of_cube _ (by
      ext i j
      fin_cases i <;> fin_cases j <;> simp [Matrix.mul_apply, Fin.sum_univ_three]), ← hc, ← hw]
    ext i j
    fin_cases i <;> fin_cases j <;> simp
  have g2 : evolve (bond 1 2) t = !![1, 0, 0; 0, c, w; 0, w, c] := by
    rw [b2, evolve_of_cube _ (by
      ext i j
      fin_cases i <;> fin_cases j <;> simp [Matrix.mul_apply, Fin.sum_univ_three]), ← hc, ← hw]
    ext i j
    fin_cases i <;> fin_cases j <;> simp
  have g3 : evolve (bond 2 0) t = !![c, 0, w; 0, 1, 0; w, 0, c] := by
    rw [b3, evolve_of_cube _ (by
      ext i j
      fin_cases i <;> fin_cases j <;> simp [Matrix.mul_apply, Fin.sum_univ_three]), ← hc, ← hw]
    ext i j
    fin_cases i <;> fin_cases j <;> simp
  rw [trotterStep, g1, g2, g3]
  ext i j
  fin_cases i <;> fin_cases j <;> simp [Matrix.mul_apply, Fin.sum_univ_three] <;> ring

/-- When `sin t = 0`, the Trotter step is the identity. -/
theorem trotterStep_eq_one (t : ℝ) (ht : Real.sin t = 0) : trotterStep t = 1 := by
  have hs : Complex.sin (t : ℂ) = 0 := by
    rw [← Complex.ofReal_sin, ht, Complex.ofReal_zero]
  have hc : Complex.cos (t : ℂ) ^ 2 = 1 := by
    have h := Complex.sin_sq_add_cos_sq (t : ℂ)
    rw [hs] at h
    linear_combination h
  rw [trotterStep_matrix t (Complex.cos t) 0 rfl (by rw [hs]; ring), hc]
  ext i j
  fin_cases i <;> fin_cases j <;> simp

/-- The Trotter step commutes with the cyclic shift exactly when `sin t = 0`. -/
theorem shift_commute_trotterStep_iff (t : ℝ) :
    Commute shift (trotterStep t) ↔ Real.sin t = 0 := by
  constructor
  · intro h
    -- the symmetry would make the return amplitudes of the first two sites equal
    have h0 : trotterStep t 0 0 = trotterStep t 1 1 := by
      have h1 := congrFun (congrFun h.eq 1) 0
      simpa [shift, Matrix.mul_apply, Fin.sum_univ_three] using h1
    obtain ⟨w, hw⟩ : ∃ w : ℂ, w = -(Complex.I * Complex.sin t) := ⟨_, rfl⟩
    rw [trotterStep_matrix t _ w rfl hw] at h0
    have h2 : Complex.cos (t : ℂ) ^ 2 + w ^ 3 = Complex.cos (t : ℂ) ^ 2 := h0
    have h3 : w ^ 3 = 0 := by linear_combination h2
    have h4 : w = 0 := eq_zero_of_pow_eq_zero h3
    have h5 : Complex.sin (t : ℂ) = 0 := by
      linear_combination Complex.I * h4 - Complex.I * hw
        + Complex.sin (t : ℂ) * Complex.I_sq
    rw [← Complex.ofReal_sin] at h5
    exact Complex.ofReal_eq_zero.mp h5
  · intro h
    rw [trotterStep_eq_one t h]
    exact Commute.one_right shift

/-- At `t = π/2` the Trotter step returns a particle on the first site to that site and
exchanges the other two sites, up to phases; it does not commute with the cyclic shift. -/
theorem trotterStep_pi_div_two :
    trotterStep (Real.pi / 2) = !![Complex.I, 0, 0; 0, 0, -1; 0, -Complex.I, 0] ∧
    ¬ Commute shift (trotterStep (Real.pi / 2)) := by
  constructor
  · have hI : (-Complex.I) ^ 3 = Complex.I := by
      linear_combination (-Complex.I) * Complex.I_sq
    have hI2 : (-Complex.I) ^ 2 = -1 := by
      linear_combination Complex.I_sq
    rw [trotterStep_matrix (Real.pi / 2) 0 (-Complex.I)
      (by rw [← Complex.ofReal_cos, Real.cos_pi_div_two, Complex.ofReal_zero])
      (by rw [← Complex.ofReal_sin, Real.sin_pi_div_two, Complex.ofReal_one, mul_one]),
      hI, hI2]
    ext i j
    fin_cases i <;> fin_cases j <;> simp
  · rw [shift_commute_trotterStep_iff, Real.sin_pi_div_two]
    exact one_ne_zero

end

end TrotterRingSymmetry
```

```lean
#print axioms TrotterRingSymmetry.shift_commute_evolve
#print axioms TrotterRingSymmetry.trotterStep_pi_div_two
```

```
'TrotterRingSymmetry.shift_commute_evolve' depends on axioms: [propext, Classical.choice, Quot.sound]
'TrotterRingSymmetry.trotterStep_pi_div_two' depends on axioms: [propext, Classical.choice, Quot.sound]
```

## The ring and its two evolutions

The sites are 0, 1, 2, the elements of `Fin 3`, and operators are complex $3\times3$ matrices acting on column vectors of site amplitudes. Let $E_{jk}$ be the matrix with a single 1 in row $j$, column $k$. Then `bond j k` is $h_{jk}=E_{jk}+E_{kj}$, which hops the particle between two sites, and `ringH` is $H=h_{01}+h_{12}+h_{20}$. The matrix `shift`, written $S$ below, sends site 0 to 1, 1 to 2 and 2 to 0.

The function `evolve` is the true matrix exponential $e^{-itH}$, with $\hbar=1$ and unit hopping amplitude, so $t$ is a dimensionless real number. The Trotter step is

$$U(t)=e^{-ith_{01}}e^{-ith_{12}}e^{-ith_{20}},$$

whose rightmost factor acts first. `Commute A B` means $AB=BA$.

The theorems say that $S$ commutes with $H$ and with $e^{-itH}$ for every $t$, and that it commutes with $U(t)$ exactly when $\sin t=0$, in which case $U(t)=1$. At $t=\pi/2$ the step is an explicit matrix that does not commute with $S$.

For quantum simulation of this non-interacting, one-particle model, the result shows that splitting a Hamiltonian can destroy a conservation law that the exact evolution obeys. It concerns a single first-order step, without on-site energies or interactions. Lean treats the bond order written above. The other orders follow by relabelling the sites, which turns $S$ into $S$ or $S^{-1}$, and a matrix commutes with $S$ exactly when it commutes with $S^{-1}$.

## Why the exact evolution keeps the symmetry

Conjugation by $S$ raises both site indices by one, modulo 3. It therefore permutes the three bonds and leaves their sum unchanged. Since $S$ commutes with $H$, it commutes with every power of $H$ and hence with the exponential. Lean checks the first statement entry by entry in `shift_commute_ringH`; `exp_right` then gives the second.

## One gate in closed form

For $j\ne k$, $h_{jk}^2=E_{jj}+E_{kk}$, so each bond satisfies $h^3=h$. For any square matrix with this property, put

$$P=\tfrac12(h^2+h),\qquad Q=\tfrac12(h^2-h).$$

Then $Ph=P$, $Qh=-Q$, $P-Q=h$ and $P+Q=h^2$. By induction $h^m=P+(-1)^mQ$ for $m\ge1$, while $h^0=P+Q+(1-h^2)$. Summing the exponential series gives

$$e^{-ith}=e^{-it}P+e^{it}Q+1-h^2=1+(\cos t-1)h^2-i\sin t\,h.$$

This is `evolve_of_cube`: `hpow` is the induction and `key` is the summation.

The Pauli-matrix formula $\cos t-i\sin t\,h$ does not apply to these gates, because it needs $h^2=1$. Here $h^2$ projects on the two sites of the bond, and that formula would multiply the idle site by $\cos t$ instead of 1.

## The loop that only one site can complete

Write $c=\cos t$ and $w=-i\sin t$ for the amplitudes to stay and to hop on a bond. The gates are

$$\begin{pmatrix}c&w&0\\w&c&0\\0&0&1\end{pmatrix},\quad
\begin{pmatrix}1&0&0\\0&c&w\\0&w&c\end{pmatrix},\quad
\begin{pmatrix}c&0&w\\0&1&0\\w&0&c\end{pmatrix},$$

and their product is

$$U=\begin{pmatrix}c^2+w^3&wc&wc+w^2c\\wc+w^2c&c^2&w^2+wc^2\\wc&w&c^2\end{pmatrix}.$$

This is `trotterStep_matrix`. A particle starting on site 0 can hop to 2, then 1, then back to 0, which contributes $w^3$. From the other sites, the bonds come in the wrong order for a full loop.

If $SU=US$, the entry in row 1, column 0 gives $U_{00}=U_{11}$. Hence $w^3=0$, so $w=0$ and $\sin t=0$. Conversely, $\sin t=0$ gives $w=0$ and $c^2=1$, so $U=1$, which commutes with $S$. These are the two directions of `shift_commute_trotterStep_iff`; the second uses `trotterStep_eq_one`.

At $t=\pi/2$, $c=0$ and $w=-i$, so

$$U=\begin{pmatrix}i&0&0\\0&0&-1\\0&-i&0\end{pmatrix}.$$

Site 0 returns to itself with a phase, while sites 1 and 2 are exchanged. Since $\sin(\pi/2)=1$, the equivalence rules out commutation, as `trotterStep_pi_div_two` records.

For a shorter step, take $t=\pi/6$. Then $c^2=3/4$ and $w^3=i/8$, so the return probability is $9/16+1/64=37/64$ from site 0 but $36/64$ from site 1. A shift-symmetric step would make them equal.
